# Left-canonical tensors with a unimodular mixed-transfer eigenvalue agree up to a unitary gauge and a phase when one family spans all matrices

## Two tensors, one state

A uniform matrix product state assigns to each physical basis state \(s\) of a site a complex \(D\times D\) matrix \(A^s\). On a ring of \(N\) sites its amplitudes are \(\operatorname{tr}(A^{s_1}\cdots A^{s_N})\). The family is left-canonical if

\[
\sum_s (A^s)^\dagger A^s = 1 ,
\]

which says that a site maps the bond space isometrically into physical space times bond space. For two such families \(A^s\) and \(B^s\), the mixed transfer map

\[
X\mapsto \sum_s (A^s)^\dagger X B^s
\]

adds one site to the overlap of the two states.

Different matrices can describe the same state, so one asks how to recognise this from the tensors. Suppose that the \(B^s\) span all \(D\times D\) matrices, and that

\[
\sum_s (A^s)^\dagger X B^s = wX,\qquad X\neq 0,\quad |w|=1 .
\]

Then \(X\) is a nonzero multiple of a unitary, and \(XB^s = wA^sX\) for every \(s\).

The condition \(|w|=1\) means that the contribution of \(X\) to the overlap does not decay with the length of the chain. Spanning means that every operator on the bond space is a linear combination of the matrices of a single site.

With \(U\) the unitary in question, the conclusion reads \(A^s=\bar w\,UB^sU^\dagger\). The ring amplitudes of the two states then differ only by the factor \(\bar w^N\). The result thus bears on comparing matrix product states, for uniform tensors of finite bond dimension whose one-site matrices span.

## Balancing the errors

Let \(E_s = XB^s - wA^sX\) be the intertwining error and, for real \(\mu\), let \(P=\mu 1-X^\dagger X\). Expanding the square gives

\[
\begin{aligned}
E_s^\dagger E_s ={}& (B^s)^\dagger X^\dagger X B^s - w\,\bigl((A^s)^\dagger XB^s\bigr)^\dagger X\\
&- \bar w\,X^\dagger (A^s)^\dagger XB^s + |w|^2 X^\dagger (A^s)^\dagger A^s X .
\end{aligned}
\]

Adding \((B^s)^\dagger P B^s\) replaces the first term by \(\mu (B^s)^\dagger B^s\). Now sum over \(s\), using both canonical conditions, the eigenvalue equation and, in the last step, \(|w|=1\):

\[
\sum_s\bigl(E_s^\dagger E_s+(B^s)^\dagger PB^s\bigr)
=\mu 1-|w|^2X^\dagger X-|w|^2X^\dagger X+|w|^2X^\dagger X = P .
\]

Choose \(\mu\) as the largest eigenvalue of \(X^\dagger X\), with eigenvector \(v\neq0\). Then \(P\ge 0\) and \(Pv=0\), and the expectation value of the balance in \(v\) is

\[
\sum_s\Bigl(\|E_sv\|^2+(B^sv)^\dagger P(B^sv)\Bigr)=0 .
\]

Every term is nonnegative, so every term vanishes. Hence \(E_sv=0\). Since \(P\ge0\), a vanishing expectation value in \(B^sv\) also gives \(PB^sv=0\).

By linearity and spanning, \(PMv=0\) for every matrix \(M\). Any vector \(x\) has the form \(Mv\), for instance with \(M=xv^\dagger/(v^\dagger v)\), so \(P=0\) and \(X^\dagger X=\mu1\). As \(X\ne0\), \(\mu>0\), and \(U=X/\sqrt\mu\) is unitary. Every vector now lies in the kernel of \(P\), so the argument that gave \(E_sv=0\) applies to all of them, and \(E_s=0\).

## The tensors in Lean

The finite type `n` labels the bond basis, so \(D\) is its number of elements and `n` itself is not a number. The finite type `ι` labels the physical states.

```lean
import Mathlib

open Matrix
open scoped ComplexOrder

namespace UnimodularMixedTransfer

noncomputable section

variable {n ι : Type*} [Fintype n] [DecidableEq n] [Fintype ι]
  {A B : ι → Matrix n n ℂ} {X : Matrix n n ℂ} {w : ℂ}
```

The canonical condition is the equation above, with `ᴴ` for the conjugate transpose.

```lean
/-- A site tensor is left-canonical when `∑ₛ (Aˢ)ᴴ Aˢ = 1`. -/
def LeftCanonical (A : ι → Matrix n n ℂ) : Prop :=
  ∑ s, (A s)ᴴ * A s = 1
```

In the mixed transfer map the first family is conjugated and stands on the left.

```lean
/-- The mixed transfer map `X ↦ ∑ₛ (Aˢ)ᴴ X Bˢ` of two site tensors. -/
def mixedTransfer (A B : ι → Matrix n n ℂ) (X : Matrix n n ℂ) : Matrix n n ℂ :=
  ∑ s, (A s)ᴴ * X * B s
```

The matrix \(P\) is called `normDefect μ X`, a name chosen here. It measures how far \(X\) is from scaling all squared norms by \(\mu\).

```lean
/-- The norm defect `μ 1 - Xᴴ X` of a bond matrix `X` at the level `μ`. -/
def normDefect (μ : ℝ) (X : Matrix n n ℂ) : Matrix n n ℂ :=
  (μ : ℂ) • (1 : Matrix n n ℂ) - Xᴴ * X
```

## The balance as a matrix identity

The first theorem is the balance for any real `μ`; it needs neither positivity nor spanning. The auxiliary statement `hterm` is the expansion of one summand. The sums are then moved inside the products, where `hA`, `hB` and `hX` replace them by the identity, the identity and `w • X`. The facts `h1` and `h2` express \(|w|^2=1\).

```lean
/-- For left-canonical tensors and a mixed-transfer eigenvector `X` with `|w| = 1`, the squared
intertwining errors and the transferred norm defect add up to the norm defect. -/
theorem defect_balance (hA : LeftCanonical A) (hB : LeftCanonical B) (hw : ‖w‖ = 1)
    (hX : mixedTransfer A B X = w • X) (μ : ℝ) :
    ∑ s, ((X * B s - w • (A s * X))ᴴ * (X * B s - w • (A s * X))
      + (B s)ᴴ * normDefect μ X * B s) = normDefect μ X := by
  have h1 : star w * w = 1 := by
    rw [Complex.star_def, ← Complex.normSq_eq_conj_mul_self, Complex.normSq_eq_norm_sq, hw]
    norm_num
  have h2 : w * star w = 1 := by rw [mul_comm, h1]
  -- expand one term of the sum
  have hterm : ∀ s, (X * B s - w • (A s * X))ᴴ * (X * B s - w • (A s * X))
      + (B s)ᴴ * normDefect μ X * B s
      = (μ : ℂ) • ((B s)ᴴ * B s) - w • (((A s)ᴴ * X * B s)ᴴ * X)
        - star w • (Xᴴ * ((A s)ᴴ * X * B s))
        + (star w * w) • (Xᴴ * ((A s)ᴴ * A s) * X) := by
    intro s
    simp only [normDefect, conjTranspose_sub, conjTranspose_smul, conjTranspose_mul,
      conjTranspose_conjTranspose, Matrix.sub_mul, Matrix.mul_sub, Matrix.smul_mul,
      Matrix.mul_smul, Matrix.mul_one, Matrix.mul_assoc]
    module
  unfold LeftCanonical at hA hB
  unfold mixedTransfer at hX
  rw [Finset.sum_congr rfl (fun s _ => hterm s)]
  simp only [Finset.sum_add_distrib, Finset.sum_sub_distrib, ← Finset.smul_sum,
    ← Finset.mul_sum, ← Finset.sum_mul, ← conjTranspose_sum]
  rw [hA, hB, hX]
  simp only [normDefect, conjTranspose_smul, Matrix.smul_mul, Matrix.mul_smul, smul_smul,
    h1, h2, one_smul, Matrix.mul_one]
  abel
```

## A level with a kernel vector

For a nonempty bond basis, the next theorem supplies \(\mu\ge0\), the positivity of \(P\) and the vector \(v\). The proof picks the largest eigenvalue from the finite list for \(X^\dagger X\). In the eigenbasis, \(P\) is diagonal with entries \(\mu-\lambda_i\ge0\), where \(\lambda_i\) are the eigenvalues; conjugating back with the eigenvector unitary preserves positivity.

```lean
/-- On a nonzero bond space, some level `μ ≥ 0` makes the norm defect of `X` positive
semidefinite with a nonzero kernel vector. -/
theorem exists_top_level [Nonempty n] (X : Matrix n n ℂ) :
    ∃ μ : ℝ, 0 ≤ μ ∧ (normDefect μ X).PosSemidef ∧
      ∃ v : n → ℂ, v ≠ 0 ∧ normDefect μ X *ᵥ v = 0 := by
  have hpsd := posSemidef_conjTranspose_mul_self X
  have hH := hpsd.isHermitian
  -- the level is the largest eigenvalue of `Xᴴ X`
  obtain ⟨k, hk⟩ := Finite.exists_max hH.eigenvalues
  refine ⟨hH.eigenvalues k, hpsd.eigenvalues_nonneg k, ?_,
    (hH.eigenvectorBasis k).ofLp, ?_, ?_⟩
  · have hs := hH.spectral_theorem
    rw [Unitary.conjStarAlgAut_apply] at hs
    have hU := mem_unitaryGroup_iff.1 hH.eigenvectorUnitary.2
    let d : n → ℂ := fun i => ((hH.eigenvalues k - hH.eigenvalues i : ℝ) : ℂ)
    have hD : (diagonal d).PosSemidef :=
      PosSemidef.diagonal (fun i => Complex.zero_le_real.2 (sub_nonneg.2 (hk i)))
    have hd : diagonal d = (hH.eigenvalues k : ℂ) • (1 : Matrix n n ℂ)
        - diagonal (RCLike.ofReal ∘ hH.eigenvalues) := by
      ext i j
      by_cases h : i = j
      · subst h
        simp [d]
      · simp [h]
    have h2 : ((hH.eigenvectorUnitary : Matrix n n ℂ) * diagonal d
        * star (hH.eigenvectorUnitary : Matrix n n ℂ)).PosSemidef :=
      hD.mul_mul_conjTranspose_same _
    rw [hd, Matrix.mul_sub, Matrix.sub_mul, Matrix.mul_smul, Matrix.mul_one,
      Matrix.smul_mul, hU, ← hs] at h2
    exact h2
  · intro h
    apply hH.eigenvectorBasis.orthonormal.ne_zero k
    ext i
    exact congrFun h i
  · rw [normDefect, Matrix.sub_mulVec, Matrix.smul_mulVec, Matrix.one_mulVec,
      hH.mulVec_eigenvectorBasis k]
    ext i
    simp
```

## Invariance of the kernel

The theorem `kernel_step` says that if \(P\ge0\) and \(Pv=0\), then \(PB^sv=0\) and \(E_sv=0\) for each \(s\). The map `f` takes the expectation value in \(v\), and applying it to the balance gives `hsum`. Nonnegativity first isolates the summand for \(s\), then splits it into its two parts. The last lines turn vanishing expectation values into vanishing vectors.

```lean
/-- For left-canonical tensors and a mixed-transfer eigenvector with `|w| = 1`, the kernel of a
positive semidefinite norm defect is invariant under each `Bˢ`, and `X Bˢ = w Aˢ X` on it. -/
theorem kernel_step (hA : LeftCanonical A) (hB : LeftCanonical B) (hw : ‖w‖ = 1)
    (hX : mixedTransfer A B X = w • X) {μ : ℝ} (hP : (normDefect μ X).PosSemidef)
    {v : n → ℂ} (hv : normDefect μ X *ᵥ v = 0) (s : ι) :
    normDefect μ X *ᵥ (B s *ᵥ v) = 0 ∧ (X * B s - w • (A s * X)) *ᵥ v = 0 := by
  -- the expectation value in `v`, as an additive map
  let f : Matrix n n ℂ →+ ℂ :=
    { toFun := fun M => star v ⬝ᵥ (M *ᵥ v)
      map_zero' := by simp
      map_add' := by intro M N; simp [Matrix.add_mulVec, dotProduct_add] }
  have hQ := fun t => posSemidef_conjTranspose_mul_self (X * B t - w • (A t * X))
  have hS := fun t => hP.conjTranspose_mul_mul_same (B t)
  have hsum : ∑ t, f ((X * B t - w • (A t * X))ᴴ * (X * B t - w • (A t * X))
      + (B t)ᴴ * normDefect μ X * B t) = 0 := by
    rw [← map_sum, defect_balance hA hB hw hX μ]
    change star v ⬝ᵥ (normDefect μ X *ᵥ v) = 0
    rw [hv, dotProduct_zero]
  -- a vanishing sum of nonnegative terms vanishes term by term
  have hs := (Finset.sum_eq_zero_iff_of_nonneg (fun t _ =>
    ((hQ t).add (hS t)).dotProduct_mulVec_nonneg v)).1 hsum s (Finset.mem_univ s)
  rw [Matrix.add_mulVec, dotProduct_add] at hs
  obtain ⟨h1, h2⟩ := (add_eq_zero_iff_of_nonneg ((hQ s).dotProduct_mulVec_nonneg v)
    ((hS s).dotProduct_mulVec_nonneg v)).1 hs
  constructor
  · apply (hP.dotProduct_mulVec_zero_iff _).1
    rw [Matrix.star_mulVec, ← Matrix.dotProduct_mulVec, Matrix.mulVec_mulVec,
      Matrix.mulVec_mulVec]
    exact h2
  · exact (conjTranspose_mul_self_mulVec_eq_zero _ _).1
      (((hQ s).dotProduct_mulVec_zero_iff v).1 h1)
```

## From one vector to the whole bond space

The main theorem assumes the two canonical conditions, spanning (`hspan`), \(|w|=1\), \(X\neq0\) and the eigenvalue equation. Its conclusion has two parts: \(X=cU\) with a nonzero complex \(c\) and a unitary \(U\), and the intertwining relation for all \(s\).

In the proof, `hinv` extends \(PB^sv=0\) to \(PMv=0\) by induction over linear combinations. To reach a given \(x\), `hall` uses a matrix whose only nonzero column is \(x/v_i\), at a position \(i\) with \(v_i\neq0\); this does the work of \(xv^\dagger/(v^\dagger v)\). A matrix that annihilates every vector is zero (`hext`), which yields both \(X^\dagger X=\mu1\) and \(E_s=0\). The remaining lines take \(c=\sqrt\mu\) and check that \(c^{-1}X\) is unitary.

```lean
/-- Let `A`, `B` be left-canonical, the `Bˢ` spanning all matrices. A nonzero mixed-transfer
eigenvector `X` with `|w| = 1` is a nonzero multiple of a unitary, and `X Bˢ = w Aˢ X`. -/
theorem unitary_intertwiner (hA : LeftCanonical A) (hB : LeftCanonical B)
    (hspan : Submodule.span ℂ (Set.range B) = ⊤) (hw : ‖w‖ = 1) (hX0 : X ≠ 0)
    (hX : mixedTransfer A B X = w • X) :
    (∃ c : ℂ, c ≠ 0 ∧ ∃ U ∈ unitaryGroup n ℂ, X = c • U) ∧
      ∀ s, X * B s = w • (A s * X) := by
  have hne : Nonempty n := not_isEmpty_iff.1 fun _ => hX0 (Subsingleton.elim _ _)
  obtain ⟨μ, hμ, hP, v, hv0, hv⟩ := exists_top_level X
  -- every matrix sends `v` into the kernel of the defect
  have hinv : ∀ M : Matrix n n ℂ, normDefect μ X *ᵥ (M *ᵥ v) = 0 := by
    intro M
    have hM : M ∈ Submodule.span ℂ (Set.range B) := by rw [hspan]; exact Submodule.mem_top
    induction hM using Submodule.span_induction with
    | mem M h =>
      obtain ⟨s, rfl⟩ := h
      exact (kernel_step hA hB hw hX hP hv s).1
    | zero => rw [Matrix.zero_mulVec, Matrix.mulVec_zero]
    | add M N _ _ hM hN => rw [Matrix.add_mulVec, Matrix.mulVec_add, hM, hN, add_zero]
    | smul c M _ hM => rw [Matrix.smul_mulVec, Matrix.mulVec_smul, hM, smul_zero]
  -- every vector is reached from `v`, so the kernel is everything
  have hall : ∀ x : n → ℂ, normDefect μ X *ᵥ x = 0 := by
    intro x
    obtain ⟨i, hi⟩ := Function.ne_iff.1 hv0
    have hi' : v i ≠ 0 := hi
    have hx : (Matrix.of fun a b => if b = i then x a / v i else 0) *ᵥ v = x := by
      ext a
      simp [Matrix.mulVec, dotProduct, hi']
    rw [← hx]
    exact hinv _
  have hext : ∀ M : Matrix n n ℂ, (∀ x, M *ᵥ x = 0) → M = 0 := by
    intro M h
    ext i j
    simpa using congrFun (h (Pi.single j 1)) i
  have hXX : Xᴴ * X = (μ : ℂ) • (1 : Matrix n n ℂ) := (sub_eq_zero.1 (hext _ hall)).symm
  refine ⟨?_, fun s => sub_eq_zero.1
    (hext _ (fun x => (kernel_step hA hB hw hX hP (hall x) s).2))⟩
  -- normalise `X` by the square root of the level
  obtain ⟨c, hst, hcc⟩ : ∃ c : ℂ, star c = c ∧ c * c = μ :=
    ⟨(√μ : ℝ), Complex.conj_ofReal _, by exact_mod_cast Real.mul_self_sqrt hμ⟩
  have hc : c ≠ 0 := by
    rintro rfl
    rw [← hcc, mul_zero, zero_smul] at hXX
    exact hX0 (conjTranspose_mul_self_eq_zero.1 hXX)
  refine ⟨c, hc, c⁻¹ • X, ?_, by rw [smul_smul, mul_inv_cancel₀ hc, one_smul]⟩
  have h1 : c⁻¹ * c⁻¹ * (c * c) = 1 := by field_simp
  rw [mem_unitaryGroup_iff', star_eq_conjTranspose, conjTranspose_smul, star_inv₀, hst,
    Matrix.smul_mul, Matrix.mul_smul, hXX, ← hcc, smul_smul c⁻¹ c⁻¹, smul_smul, h1, one_smul]
```

Spanning is required of a single site, so there must be at least \(D^2\) physical states. A spin-1 chain with \(D=2\) has only three. To apply the theorem there, one first groups neighbouring sites until the products of their matrices span. This works for some tensors and not for others: products of diagonal matrices, for instance, stay diagonal however many sites are grouped.

## A symmetry acting on the bond

An example with \(D=2\) and four physical states, numbered 0 to 3, uses the Pauli matrices \(\sigma_x,\sigma_y,\sigma_z\). The family \(B^s\) consists of \(1,\sigma_x,i\sigma_y,\sigma_z\), each divided by two.

```lean
/-- The matrices `1, σx, iσy, σz`, each divided by two. -/
def pauliB : Fin 4 → Matrix (Fin 2) (Fin 2) ℂ :=
  ![!![1/2, 0; 0, 1/2], !![0, 1/2; 1/2, 0], !![0, 1/2; -1/2, 0], !![1/2, 0; 0, -1/2]]
```

The family \(A^s\) differs from it by the signs \((-1,1,1,-1)\).

```lean
/-- The matrices `-1, σx, iσy, -σz`, each divided by two. -/
def pauliA : Fin 4 → Matrix (Fin 2) (Fin 2) ℂ :=
  ![!![-1/2, 0; 0, -1/2], !![0, 1/2; 1/2, 0], !![0, 1/2; -1/2, 0], !![-1/2, 0; 0, 1/2]]
```

The theorem below confirms the canonical conditions, spanning, and the eigenvalue equation with \(X=\sigma_z\) and \(w=-1\). Spanning follows from an explicit expansion of an arbitrary \(2\times2\) matrix in the \(B^s\); the other claims are checked entry by entry.

```lean
/-- `pauliA` and `pauliB` are left-canonical, `pauliB` spans all 2×2 matrices, and `σz` is a
mixed-transfer eigenvector with eigenvalue `-1`. -/
theorem unitary_intertwiner_witness :
    LeftCanonical pauliA ∧ LeftCanonical pauliB ∧
      Submodule.span ℂ (Set.range pauliB) = ⊤ ∧
      mixedTransfer pauliA pauliB !![1, 0; 0, -1] = (-1 : ℂ) • !![1, 0; 0, -1] := by
  have h2 : (starRingEnd ℂ) 2 = 2 := by apply Complex.ext <;> simp
  refine ⟨?_, ?_, eq_top_iff.2 fun M _ => ?_, ?_⟩
  on_goal 3 =>
    have hM : M = (M 0 0 + M 1 1) • pauliB 0 + (M 0 1 + M 1 0) • pauliB 1
        + (M 0 1 - M 1 0) • pauliB 2 + (M 0 0 - M 1 1) • pauliB 3 := by
      ext i j
      fin_cases i <;> fin_cases j <;> simp [pauliB] <;> ring
    have hb : ∀ (c : ℂ) s, c • pauliB s ∈ Submodule.span ℂ (Set.range pauliB) :=
      fun c s => Submodule.smul_mem _ c (Submodule.subset_span ⟨s, rfl⟩)
    rw [hM]
    exact add_mem (add_mem (add_mem (hb _ _) (hb _ _)) (hb _ _)) (hb _ _)
  all_goals
    ext i j
    fin_cases i <;> fin_cases j <;>
      simp [mixedTransfer, pauliA, pauliB, Matrix.mul_apply, Fin.sum_univ_succ, h2] <;>
      norm_num

end

end UnimodularMixedTransfer
```

The same pattern occurs when one determines how an on-site symmetry acts on the bonds of a matrix product state. Let the \(B^s\) be left-canonical and span all \(D\times D\) matrices. Given a unitary matrix \(u\) on the physical states, one forms \(A^s=\sum_t u_{st}B^t\) and computes the eigenvalue \(w\) of largest modulus of the mixed transfer map, with its eigenvector \(X\). If \(|w|=1\), the bond unitary, which is fixed only up to a phase, is \(U=\sqrt D\,X/\|X\|_F\), where \(\|X\|_F=\sqrt{\operatorname{tr}X^\dagger X}\). In the example \(u=\operatorname{diag}(-1,1,1,-1)\), and since \(\|\sigma_z\|_F=\sqrt2\), the formula returns \(U=\sigma_z\).

```lean
#print axioms UnimodularMixedTransfer.unitary_intertwiner
-- 'UnimodularMixedTransfer.unitary_intertwiner' depends on axioms: [propext, Classical.choice, Quot.sound]
```
